# Hermitian matrices that commute with spin-1/2 time reversal in a real orbital basis: one real symmetric and three real antisymmetric matrices

Time reversal is represented here as a function on spinors, because it contains a complex conjugation and so is not multiplication by a complex matrix. A spinor $\psi$ has components $\psi_{i,s}$, with $i$ in a finite set of orbitals and $s=0,1$ for spin up and down. Time reversal is $T=(1\otimes i\sigma_y)K$, where $K$ conjugates the components. This treats the orbitals as real functions, such as $p_x,p_y,p_z$. A matrix $H$ commutes with $T$ when $H(T\psi)=T(H\psi)$ for every $\psi$.

With the Pauli matrices numbered $\sigma_0,\sigma_1,\sigma_2$ for $x,y,z$, the result is that $H$ is Hermitian and commutes with $T$ if and only if

$$H=h\otimes 1+\sum_{a=0}^{2} iA_a\otimes\sigma_a,\qquad h^T=h,\quad A_a^T=-A_a,$$

with $h$ and all $A_a$ real. These four real matrices are unique.

## Filling and checking a spin-orbit Hamiltonian

For a molecule or finite cluster in a non-interacting tight-binding or mean-field code, with real orbitals, no magnetic term and, in the mean-field case, a density matrix that is itself time-reversal symmetric, the identity lets one store the up-up and up-down blocks and fill in the other two. It also gives a cheap test: the $2\times2$ spin block of any single orbital must be a real multiple of the identity. A spin splitting there means that time reversal is broken or that the matrix was assembled wrongly.

## From time reversal to four real matrices

Since $i\sigma_y=\begin{pmatrix}0&1\\-1&0\end{pmatrix}$,

$$(T\psi)_{i,0}=\overline{\psi_{i,1}},\qquad (T\psi)_{i,1}=-\overline{\psi_{i,0}}.$$

Write $H^{st}$ for the orbital matrix with entries $H_{(i,s),(j,t)}$. Let $e_{j,s}$ be the spinor with a single 1 at orbital $j$ and spin $s$. Then $Te_{j,1}=e_{j,0}$, so $HTe_{j,1}$ is column $(j,0)$ of $H$, while $THe_{j,1}$ is $T$ applied to column $(j,1)$. Comparing components gives $H^{00}=\overline{H^{11}}$ and $H^{10}=-\overline{H^{01}}$, that is,

$$H^{11}=\overline{H^{00}},\qquad H^{10}=-\overline{H^{01}}.$$

Conversely, these relations give, for any $\psi$ with spin components $\psi_0,\psi_1$,

$$(HT\psi)_0=H^{00}\overline{\psi_1}-H^{01}\overline{\psi_0}
=\overline{H^{11}\psi_1+H^{10}\psi_0}=(TH\psi)_0,$$

$$(HT\psi)_1=H^{10}\overline{\psi_1}-H^{11}\overline{\psi_0}
=-\overline{H^{01}\psi_1+H^{00}\psi_0}=(TH\psi)_1.$$

Now split the two free blocks into real and imaginary parts:

$$H^{00}=h+iA_2,\qquad H^{01}=A_1+iA_0.$$

The relations then give $H^{11}=h-iA_2$ and $H^{10}=-A_1+iA_0$. These are the four blocks of the stated form, so commutation alone already yields it, with arbitrary real $h$ and $A_a$. Reading off real and imaginary parts also proves uniqueness.

Hermiticity requires $H^{00}=(H^{00})^\dagger$, so $h^T=h$ and $A_2^T=-A_2$. It also requires $H^{10}=(H^{01})^\dagger=A_1^T-iA_0^T$, so $A_1^T=-A_1$ and $A_0^T=-A_0$. With these symmetries $H^{11}$ is Hermitian too, which gives the converse. The diagonal of a real antisymmetric matrix vanishes, so the spin block of orbital $i$ is $h_{ii}$ times the identity.

### Two orbitals in numbers

Take $h=\begin{pmatrix}1&2\\2&1\end{pmatrix}$, $J=\begin{pmatrix}0&1\\-1&0\end{pmatrix}$ and $A_0=J$, $A_1=2J$, $A_2=4J$. Then

$$H^{00}=\begin{pmatrix}1&2+4i\\2-4i&1\end{pmatrix},\qquad
H^{01}=\begin{pmatrix}0&2+i\\-2-i&0\end{pmatrix},$$

and the other two blocks are $H^{11}=\overline{H^{00}}$ and $H^{10}=-\overline{H^{01}}$. Direct multiplication gives $(H-1)^2=25$, and $H-1$ has trace zero, so the energies are $6$ and $-4$, each twice: the Kramers pairs.

### Terms that are odd under time reversal

If $HT=-TH$, as for a Zeeman term, then $iH$ commutes with $T$, because $T$ conjugates the factor $i$. Applying the commutation result to $iH$ and then imposing Hermiticity on $H$ gives $H=-ih\otimes1+\sum_a A_a\otimes\sigma_a$, now with $h$ real antisymmetric and the $A_a$ real symmetric. This odd case is a derivation by hand; the file below treats the commuting case.

## The Lean file

```lean
import Mathlib

open Matrix
open scoped Kronecker ComplexConjugate

namespace SpinOrbitTimeReversal

noncomputable section

variable {n : Type*} [Fintype n] [DecidableEq n]

/-- The three Pauli matrices, numbered 0, 1, 2 for x, y, z. -/
def pauli : Fin 3 → Matrix (Fin 2) (Fin 2) ℂ :=
  ![!![0, 1; 1, 0], !![0, -Complex.I; Complex.I, 0], !![1, 0; 0, -1]]

/-- Time reversal `T = (1 ⊗ i σ_y) K` on spinors: complex conjugation followed by `1 ⊗ i σ_y`. -/
def timeReversal (ψ : n × Fin 2 → ℂ) : n × Fin 2 → ℂ :=
  ((1 : Matrix n n ℂ) ⊗ₖ (Complex.I • pauli 1)) *ᵥ star ψ

/-- The matrix `H` commutes with time reversal on every spinor. -/
def CommutesWithT (H : Matrix (n × Fin 2) (n × Fin 2) ℂ) : Prop :=
  ∀ ψ, H *ᵥ timeReversal ψ = timeReversal (H *ᵥ ψ)

omit [Fintype n] [DecidableEq n] in
/-- The matrix `h ⊗ 1 + ∑ a, i A_a ⊗ σ_a` built from real orbital matrices `h` and `A_a`. -/
def spinOrbit (h : Matrix n n ℝ) (A : Fin 3 → Matrix n n ℝ) :
    Matrix (n × Fin 2) (n × Fin 2) ℂ :=
  h.map Complex.ofReal ⊗ₖ (1 : Matrix (Fin 2) (Fin 2) ℂ) +
    ∑ a, (Complex.I • (A a).map Complex.ofReal) ⊗ₖ pauli a

/-- Time reversal sends the spin components `(u, d)` in each orbital to `(conj d, -conj u)`. -/
theorem timeReversal_apply (ψ : n × Fin 2 → ℂ) (i : n) :
    timeReversal ψ (i, 0) = conj (ψ (i, 1)) ∧
      timeReversal ψ (i, 1) = -conj (ψ (i, 0)) := by
  constructor <;>
    simp [timeReversal, pauli, Matrix.mulVec, dotProduct, Fintype.sum_prod_type,
      Matrix.one_apply]

/-- A matrix commutes with time reversal iff its down-down block is the conjugate of the up-up
block and its down-up block is minus the conjugate of the up-down block. -/
theorem commutesWithT_iff_blocks (H : Matrix (n × Fin 2) (n × Fin 2) ℂ) :
    CommutesWithT H ↔ ∀ i j, H (i, 1) (j, 1) = conj (H (i, 0) (j, 0)) ∧
      H (i, 1) (j, 0) = -conj (H (i, 0) (j, 1)) := by
  constructor
  · intro hT i j
    -- test on the spin-down basis spinor of orbital j, which T turns into spin-up
    have hs : timeReversal (Pi.single (j, 1) 1 : n × Fin 2 → ℂ) = Pi.single (j, 0) 1 := by
      funext p
      obtain ⟨k, s⟩ := p
      revert s
      rw [Fin.forall_fin_two]
      constructor <;> by_cases hk : k = j <;>
        simp [timeReversal_apply, hk]
    have e := hT (Pi.single (j, 1) 1)
    rw [hs, Matrix.mulVec_single_one, Matrix.mulVec_single_one] at e
    have e0 : H (i, 0) (j, 0) = conj (H (i, 1) (j, 1)) :=
      (congrFun e (i, 0)).trans (timeReversal_apply _ i).1
    have e1 : H (i, 1) (j, 0) = -conj (H (i, 0) (j, 1)) :=
      (congrFun e (i, 1)).trans (timeReversal_apply _ i).2
    exact ⟨by rw [e0, Complex.conj_conj], e1⟩
  · intro hB ψ
    have hm : ∀ (φ : n × Fin 2 → ℂ) (p : n × Fin 2),
        (H *ᵥ φ) p = ∑ k, (H p (k, 0) * φ (k, 0) + H p (k, 1) * φ (k, 1)) := by
      intro φ p
      simp only [Matrix.mulVec, dotProduct, Fintype.sum_prod_type, Fin.sum_univ_two]
    funext p
    obtain ⟨i, s⟩ := p
    revert s
    rw [Fin.forall_fin_two]
    constructor
    · simp only [timeReversal_apply, hm, map_sum]
      refine Finset.sum_congr rfl fun k _ => ?_
      rw [(hB i k).1, (hB i k).2]
      simp only [map_add, map_mul, map_neg, Complex.conj_conj]
      ring
    · simp only [timeReversal_apply, hm, map_sum, ← Finset.sum_neg_distrib]
      refine Finset.sum_congr rfl fun k _ => ?_
      rw [(hB i k).1, (hB i k).2]
      simp only [map_add, map_mul]
      ring

omit [Fintype n] [DecidableEq n] in
/-- The four spin blocks of `h ⊗ 1 + ∑ a, i A_a ⊗ σ_a`. -/
theorem spinOrbit_apply (h : Matrix n n ℝ) (A : Fin 3 → Matrix n n ℝ) (i j : n) :
    spinOrbit h A (i, 0) (j, 0) = h i j + Complex.I * A 2 i j ∧
    spinOrbit h A (i, 0) (j, 1) = Complex.I * A 0 i j + A 1 i j ∧
    spinOrbit h A (i, 1) (j, 0) = Complex.I * A 0 i j - A 1 i j ∧
    spinOrbit h A (i, 1) (j, 1) = h i j - Complex.I * A 2 i j := by
  refine ⟨?_, ?_, ?_, ?_⟩
  · simp [spinOrbit, pauli, Fin.sum_univ_three]
  · simp [spinOrbit, pauli, Fin.sum_univ_three]
    linear_combination (-(A 1 i j : ℂ)) * Complex.I_sq
  · simp [spinOrbit, pauli, Fin.sum_univ_three]
    linear_combination (A 1 i j : ℂ) * Complex.I_sq
  · simp [spinOrbit, pauli, Fin.sum_univ_three, sub_eq_add_neg]

/-- A matrix, Hermitian or not, commutes with time reversal iff it is
`h ⊗ 1 + ∑ a, i A_a ⊗ σ_a` for some real matrices `h` and `A_a`. -/
theorem commutesWithT_iff_spinOrbit (H : Matrix (n × Fin 2) (n × Fin 2) ℂ) :
    CommutesWithT H ↔ ∃ h A, H = spinOrbit h A := by
  rw [commutesWithT_iff_blocks]
  constructor
  · intro hB
    -- the up-up and up-down blocks determine the whole matrix
    have key : ∀ (h : Matrix n n ℝ) (A : Fin 3 → Matrix n n ℝ),
        (∀ i j, H (i, 0) (j, 0) = h i j + Complex.I * A 2 i j) →
        (∀ i j, H (i, 0) (j, 1) = Complex.I * A 0 i j + A 1 i j) → H = spinOrbit h A := by
      intro h A h0 h1
      ext ⟨i, s⟩ ⟨j, t⟩
      revert s t
      simp only [Fin.forall_fin_two, spinOrbit_apply, hB, h0, h1]
      refine ⟨⟨trivial, trivial⟩, ?_, ?_⟩ <;> apply Complex.ext <;> simp
    refine ⟨_, _, key (Matrix.of fun i j => (H (i, 0) (j, 0)).re)
      ![Matrix.of fun i j => (H (i, 0) (j, 1)).im, Matrix.of fun i j => (H (i, 0) (j, 1)).re,
        Matrix.of fun i j => (H (i, 0) (j, 0)).im] ?_ ?_⟩ <;>
      intro i j <;> apply Complex.ext <;> simp
  · rintro ⟨h, A, rfl⟩ i j
    simp only [spinOrbit_apply]
    constructor <;> apply Complex.ext <;> simp

omit [Fintype n] [DecidableEq n] in
/-- The matrix `h ⊗ 1 + ∑ a, i A_a ⊗ σ_a` is Hermitian iff `h` is symmetric and every `A_a` is
antisymmetric. -/
theorem spinOrbit_isHermitian_iff (h : Matrix n n ℝ) (A : Fin 3 → Matrix n n ℝ) :
    (spinOrbit h A).IsHermitian ↔ hᵀ = h ∧ ∀ a, (A a)ᵀ = -A a := by
  constructor
  · intro hH
    have e0 := fun i j => hH.apply (i, 0) (j, 0)
    have e1 := fun i j => hH.apply (i, 0) (j, 1)
    simp only [spinOrbit_apply] at e0 e1
    refine ⟨?_, fun a => ?_⟩
    · ext i j
      simpa using congrArg Complex.re (e0 i j)
    · ext i j
      have a0 : -A 0 j i = A 0 i j := by simpa using congrArg Complex.im (e1 i j)
      have a1 : -A 1 j i = A 1 i j := by simpa using congrArg Complex.re (e1 i j)
      have a2 : -A 2 j i = A 2 i j := by simpa using congrArg Complex.im (e0 i j)
      have ha : ∀ a, -A a j i = A a i j := by
        intro a
        fin_cases a
        exacts [a0, a1, a2]
      rw [Matrix.transpose_apply, Matrix.neg_apply, ← ha a, neg_neg]
  · rintro ⟨hh, hA⟩
    apply Matrix.IsHermitian.ext
    rintro ⟨i, s⟩ ⟨j, t⟩
    have hs : h j i = h i j := congrFun (congrFun hh i) j
    have ha : ∀ a, A a j i = -A a i j := fun a => congrFun (congrFun (hA a) i) j
    revert s t
    simp only [Fin.forall_fin_two, spinOrbit_apply]
    refine ⟨⟨?_, ?_⟩, ?_, ?_⟩ <;> apply Complex.ext <;> simp [hs, ha]

/-- A matrix is Hermitian and commutes with `T = (1 ⊗ i σ_y) K` iff it equals
`h ⊗ 1 + ∑ a, i A_a ⊗ σ_a` with `h` real symmetric and the three `A_a` real antisymmetric. -/
theorem hermitian_commutesWithT_iff (H : Matrix (n × Fin 2) (n × Fin 2) ℂ) :
    (H.IsHermitian ∧ CommutesWithT H) ↔
      ∃ (h : Matrix n n ℝ) (A : Fin 3 → Matrix n n ℝ),
        hᵀ = h ∧ (∀ a, (A a)ᵀ = -A a) ∧ H = spinOrbit h A := by
  constructor
  · rintro ⟨hH, hT⟩
    obtain ⟨h, A, rfl⟩ := (commutesWithT_iff_spinOrbit H).1 hT
    obtain ⟨hh, hA⟩ := (spinOrbit_isHermitian_iff h A).1 hH
    exact ⟨h, A, hh, hA, rfl⟩
  · rintro ⟨h, A, hh, hA, rfl⟩
    exact ⟨(spinOrbit_isHermitian_iff h A).2 ⟨hh, hA⟩,
      (commutesWithT_iff_spinOrbit _).2 ⟨h, A, rfl⟩⟩

omit [Fintype n] [DecidableEq n] in
/-- The real matrices `h` and `A_a` are uniquely determined by `h ⊗ 1 + ∑ a, i A_a ⊗ σ_a`. -/
theorem spinOrbit_unique {h h' : Matrix n n ℝ} {A A' : Fin 3 → Matrix n n ℝ}
    (e : spinOrbit h A = spinOrbit h' A') : h = h' ∧ A = A' := by
  have e0 := fun i j => congrFun (congrFun e (i, 0)) (j, 0)
  have e1 := fun i j => congrFun (congrFun e (i, 0)) (j, 1)
  simp only [spinOrbit_apply] at e0 e1
  refine ⟨?_, funext fun a => ?_⟩
  · ext i j
    simpa using congrArg Complex.re (e0 i j)
  · ext i j
    have a0 : A 0 i j = A' 0 i j := by simpa using congrArg Complex.im (e1 i j)
    have a1 : A 1 i j = A' 1 i j := by simpa using congrArg Complex.re (e1 i j)
    have a2 : A 2 i j = A' 2 i j := by simpa using congrArg Complex.im (e0 i j)
    fin_cases a
    exacts [a0, a1, a2]

/-- In a Hermitian matrix that commutes with time reversal, the spin block of each single orbital
is a real multiple of the identity. -/
theorem onsite_block_scalar {H : Matrix (n × Fin 2) (n × Fin 2) ℂ}
    (hH : H.IsHermitian) (hT : CommutesWithT H) (i : n) :
    ∃ ε : ℝ, ∀ s t, H (i, s) (i, t) = ε * (1 : Matrix (Fin 2) (Fin 2) ℂ) s t := by
  obtain ⟨h, A, -, hA, rfl⟩ := (hermitian_commutesWithT_iff H).1 ⟨hH, hT⟩
  -- an antisymmetric matrix has zero diagonal
  have hz : ∀ a, A a i i = 0 := by
    intro a
    have ha : A a i i = -A a i i := congrFun (congrFun (hA a) i) i
    linarith
  refine ⟨h i i, ?_⟩
  simp [Fin.forall_fin_two, spinOrbit_apply, hz]

end

end SpinOrbitTimeReversal
```

```lean
#print axioms SpinOrbitTimeReversal.commutesWithT_iff_spinOrbit
#print axioms SpinOrbitTimeReversal.spinOrbit_unique
#print axioms SpinOrbitTimeReversal.onsite_block_scalar
```

```
'SpinOrbitTimeReversal.commutesWithT_iff_spinOrbit' depends on axioms: [propext, Classical.choice, Quot.sound]
'SpinOrbitTimeReversal.spinOrbit_unique' depends on axioms: [propext, Classical.choice, Quot.sound]
'SpinOrbitTimeReversal.onsite_block_scalar' depends on axioms: [propext, Classical.choice, Quot.sound]
```

## How the theorems match the algebra

The main statement is `hermitian_commutesWithT_iff`. The type `n` is the finite set of orbitals, and `n × Fin 2` indexes the spinor components. `CommutesWithT H` is the condition on every spinor, and `spinOrbit h A` is the Kronecker-product form, orbital factor first. Reality is carried by the type `Matrix n n ℝ`; symmetry and antisymmetry are the equations `hᵀ = h` and `(A a)ᵀ = -A a`.

- `timeReversal_apply` computes the two components of $T\psi$.
- `commutesWithT_iff_blocks` proves the block relations by testing on `Pi.single (j, 1) 1`, the spinor $e_{j,1}$. Its converse compares the sums for $HT\psi$ and $TH\psi$ term by term.
- `spinOrbit_apply` lists the four blocks, using $i^2=-1$ for the $\sigma_y$ terms.
- `commutesWithT_iff_spinOrbit` builds $h$ and $A_a$ from real and imaginary parts; `Complex.ext` checks the two parts separately.
- `spinOrbit_isHermitian_iff` compares entries with their conjugate transposes. Combined with the previous theorem, it gives the main one.
- `spinOrbit_unique` and `onsite_block_scalar` prove uniqueness and the single-orbital test.

## Exact matrices, real orbitals, no spectrum

The equivalence holds for every finite number of orbitals, in exact arithmetic. It does not certify a program or set a tolerance for rounding errors. The Hamiltonian is a given matrix; neither its time-reversal symmetry nor the strength of its spin-orbit coupling is derived from a microscopic model. The theorems concern the form of the matrix and say nothing about its eigenvalues.

The basis matters when the identity is used as a test. For complex spherical harmonics, time reversal also mixes orbitals, so the matrix must first be transformed to real ones. A Bloch matrix at a general wavevector $k$ need not have this form either, since time reversal relates it to the matrix at $-k$.
